# The Pulay matrix of a nonempty DIIS history is invertible exactly when its errors are affinely independent

A self-consistent field calculation accelerated by DIIS keeps a short history of trial Fock matrices, each with an error vector that vanishes at self-consistency. At every step it solves a small linear system for mixing coefficients that sum to one and make the combined error small. Sometimes the solver reports that the matrix of this system is singular: the iteration may have stalled and stored the same error twice, or the history may have grown long. Which property of the stored errors decides whether the matrix can be inverted?

## Error vectors, their overlaps and the border

Let $\iota$ be a finite index set for the history, and let the errors $e_i$ lie in a real inner product space $E$. For real coefficients $c=(c_i)$ define the overlap matrix, the extrapolated error and the Pulay matrix by

$$B_{ij}=\langle e_i,e_j\rangle,\qquad r(c)=\sum_i c_i e_i,\qquad P=\begin{pmatrix}B&\mathbf 1\\ \mathbf 1^{T}&0\end{pmatrix}.$$

The extra row and column carry the constraint on $\sum_i c_i$ and its Lagrange multiplier $\mu$. The border is $+1$ here; programs that use $-1$ obtain the multiplier with the opposite sign.

The code takes the errors as a function `e : ι → E`. The space $E$ may have infinite dimension, except in part (g). Nothing is assumed about how the errors arise from Fock or density matrices, so the results concern a single DIIS step and not the convergence of the iteration.

```lean
import Mathlib

open Matrix

namespace DIISLagrangeSystem

noncomputable section

variable {ι E : Type*} [Fintype ι] [NormedAddCommGroup E] [InnerProductSpace ℝ E]
```

The overlap matrix is `errorOverlap`.

```lean
/-- The overlap matrix of the error vectors, `B i j = ⟨e i, e j⟩`. -/
def errorOverlap (e : ι → E) : Matrix ι ι ℝ :=
  Matrix.of fun i j => inner ℝ (e i) (e j)
```

The Pulay matrix has rows and columns labelled by `ι ⊕ Unit`, which is the history plus one extra label for the border.

```lean
/-- The bordered Pulay matrix: the error overlaps, a border of ones, and a zero corner. -/
def pulayMatrix (e : ι → E) : Matrix (ι ⊕ Unit) (ι ⊕ Unit) ℝ :=
  Matrix.fromBlocks (errorOverlap e) (Matrix.of fun _ _ => 1) (Matrix.of fun _ _ => 1) 0
```

The extrapolated error $r(c)$ is `extrapolatedError e c`.

```lean
/-- The extrapolated error `∑ i, c i • e i` for the mixing coefficients `c`. -/
def extrapolatedError (e : ι → E) (c : ι → ℝ) : E :=
  ∑ i, c i • e i
```

## (a) The overlap matrix acting on coefficients

**Task.** Show that applying $B$ to the coefficients gives the overlap of each stored error with the extrapolated one:

$$(Bc)_i=\langle e_i,r(c)\rangle .$$

**Solution.** The inner product is linear in its second argument, so

$$(Bc)_i=\sum_j\langle e_i,e_j\rangle c_j=\Big\langle e_i,\sum_j c_je_j\Big\rangle=\langle e_i,r(c)\rangle .$$

In Lean, `*ᵥ` is the product of a matrix and a vector. The proof unfolds both sides and uses the same linearity, through `inner_sum` and `real_inner_smul_right`.

```lean
/-- The overlap matrix applied to the coefficients gives the overlaps of each error vector
with the extrapolated error. -/
theorem errorOverlap_mulVec (e : ι → E) (c : ι → ℝ) (i : ι) :
    (errorOverlap e *ᵥ c) i = inner ℝ (e i) (extrapolatedError e c) := by
  simp [errorOverlap, extrapolatedError, Matrix.mulVec, dotProduct, inner_sum,
    real_inner_smul_right, mul_comm]
```

## (b) The bordered system as stationarity and constraint

**Task.** For a real number $b$, show that the bordered system is equivalent to one equation per error and one constraint:

$$P\begin{pmatrix}c\\ \mu\end{pmatrix}=\begin{pmatrix}0\\ b\end{pmatrix}\iff \langle e_i,r(c)\rangle+\mu=0\ \text{ for all } i,\ \text{ and }\ \sum_i c_i=b .$$

**Solution.** Row $i$ of the left-hand side is $(Bc)_i+\mu$, which equals $\langle e_i,r(c)\rangle+\mu$ by (a). The last row is $\sum_i c_i+0\cdot\mu$. Comparing entries gives the equivalence.

For $b=1$ these are the DIIS equations: the first group comes from setting the $c_i$-derivative of $\tfrac12\|r(c)\|^2+\mu(\sum_i c_i-1)$ to zero. For $b=0$ they describe the kernel of $P$.

The stacked vector $(c,\mu)$ is written `Sum.elim c (fun _ => μ)`. In the proof, `h1` and `h2` compute the two kinds of row, and the rest compares entries in each direction.

```lean
/-- The bordered linear system with right-hand side `(0, b)` says that every error vector has
overlap `-μ` with the extrapolated error, and that the coefficients sum to `b`. -/
theorem pulay_system_iff (e : ι → E) (c : ι → ℝ) (μ b : ℝ) :
    pulayMatrix e *ᵥ Sum.elim c (fun _ => μ) = Sum.elim (fun _ => 0) (fun _ => b) ↔
      (∀ i, inner ℝ (e i) (extrapolatedError e c) + μ = 0) ∧ ∑ i, c i = b := by
  have h1 : ∀ i, (pulayMatrix e *ᵥ Sum.elim c (fun _ => μ)) (Sum.inl i)
      = inner ℝ (e i) (extrapolatedError e c) + μ := by
    intro i
    rw [← errorOverlap_mulVec]
    simp [pulayMatrix, Matrix.mulVec, dotProduct, Fintype.sum_sum_type]
  have h2 : (pulayMatrix e *ᵥ Sum.elim c (fun _ => μ)) (Sum.inr ()) = ∑ i, c i := by
    simp [pulayMatrix, Matrix.mulVec, dotProduct, Fintype.sum_sum_type]
  constructor
  · intro h
    exact ⟨fun i => (h1 i).symm.trans (congrFun h (Sum.inl i)),
      h2.symm.trans (congrFun h (Sum.inr ()))⟩
  · intro h
    funext k
    rcases k with i | u
    · exact (h1 i).trans (h.1 i)
    · exact h2.trans h.2
```

## (c) Overlap with an arbitrary combination

**Task.** Suppose that $c$ and $\mu$ satisfy the stationarity equations of (b), with no condition on $\sum_i c_i$. Show that for any coefficients $d$

$$\langle r(d),r(c)\rangle=-\mu\sum_i d_i .$$

**Solution.** Expand $r(d)$ and insert $\langle e_i,r(c)\rangle=-\mu$ in each term:

$$\langle r(d),r(c)\rangle=\sum_i d_i\langle e_i,r(c)\rangle=\sum_i d_i(-\mu)=-\mu\sum_i d_i .$$

The Lean proof compares the two sums term by term. The step `linear_combination d i * h i` multiplies the $i$-th stationarity equation by $d_i$.

```lean
/-- If every error vector has overlap `-μ` with the extrapolated error of `c`, then the
extrapolated error of any `d` has overlap `-μ ∑ i, d i` with it. -/
theorem inner_of_stationary (e : ι → E) (c d : ι → ℝ) (μ : ℝ)
    (h : ∀ i, inner ℝ (e i) (extrapolatedError e c) + μ = 0) :
    inner ℝ (extrapolatedError e d) (extrapolatedError e c) = -μ * ∑ i, d i := by
  have hd : extrapolatedError e d = ∑ i, d i • e i := rfl
  rw [hd, sum_inner, Finset.mul_sum]
  refine Finset.sum_congr rfl fun i _ => ?_
  rw [real_inner_smul_left]
  linear_combination d i * h i
```

## (d) Invertibility in terms of coefficients

**Task.** Let the history be nonempty. Show that

$$P\ \text{is invertible}\iff\Big(\sum_i c_i=0\ \text{ and }\ r(c)=0\ \text{ imply }\ c=0\Big).$$

**Solution.** A square matrix is invertible exactly when its kernel contains only the zero vector.

Suppose first that $P$ is invertible, and let $\sum_i c_i=0$ and $r(c)=0$. Then $(c,0)$ satisfies the equations of (b) with $b=0$, so it lies in the kernel of $P$. Hence $c=0$.

Conversely, suppose that the condition on the right holds, and let $(c,\mu)$ be in the kernel. By (b), the stationarity equations hold and $\sum_i c_i=0$. Taking $d=c$ in (c) gives

$$\|r(c)\|^2=-\mu\sum_i c_i=0,$$

so $r(c)=0$, and the condition yields $c=0$. Since the history is nonempty, there is at least one stationarity equation, and with $r(c)=0$ it reads $\mu=0$. The kernel vector is therefore zero.

For an empty history $P$ is the $1\times1$ zero matrix, which is singular although the condition holds trivially. This is why `[Nonempty ι]` appears.

In practice, two equal stored errors make the matrix singular, because the coefficients $1$ and $-1$ on them cancel. The criterion is an algebraic one for real numbers: it does not measure how badly conditioned a nearly dependent history is in floating point.

`IsUnit` says that the matrix is invertible. The opening `rw` turns this into a statement about kernel vectors by way of the determinant. In the second half, `hr` is the vanishing of $r(c)$ and `hμ` the vanishing of the multiplier.

```lean
/-- For a nonempty family of errors, the Pulay matrix is invertible if and only if the only
coefficients with zero sum and zero extrapolated error are `c = 0`. -/
theorem pulay_isUnit_iff [DecidableEq ι] [Nonempty ι] (e : ι → E) :
    IsUnit (pulayMatrix e) ↔
      ∀ c : ι → ℝ, ∑ i, c i = 0 → extrapolatedError e c = 0 → c = 0 := by
  rw [Matrix.isUnit_iff_isUnit_det, isUnit_iff_ne_zero, Ne, ← Matrix.exists_mulVec_eq_zero_iff]
  constructor
  · -- an affine dependence, with zero multiplier, is a kernel vector
    intro h c hc hr
    by_contra hne
    apply h
    refine ⟨Sum.elim c (fun _ => 0),
      fun h0 => hne (funext fun i => congrFun h0 (Sum.inl i)), ?_⟩
    rw [(pulay_system_iff e c 0 0).2 ⟨fun i => by rw [hr]; simp, hc⟩]
    funext k
    rcases k with i | u <;> rfl
  · rintro h ⟨v, hv, hMv⟩
    obtain ⟨c, μ, rfl⟩ : ∃ (c : ι → ℝ) (μ : ℝ), v = Sum.elim c (fun _ => μ) :=
      ⟨fun i => v (Sum.inl i), v (Sum.inr ()), by
        funext k
        rcases k with i | u <;> rfl⟩
    obtain ⟨hs, hc⟩ := (pulay_system_iff e c μ 0).1 (by
      rw [hMv]
      funext k
      rcases k with i | u <;> rfl)
    -- the extrapolated error of a kernel vector has zero norm
    have hr : extrapolatedError e c = 0 := by
      have h0 := inner_of_stationary e c c μ hs
      rw [hc, mul_zero] at h0
      exact inner_self_eq_zero.1 h0
    -- one stationarity equation is enough to remove the multiplier
    have hμ : μ = 0 := by
      obtain ⟨i⟩ := ‹Nonempty ι›
      have hi := hs i
      rwa [hr, inner_zero_right, zero_add] at hi
    apply hv
    funext k
    rcases k with i | u
    · exact congrFun (h c hc hr) i
    · exact hμ
```

The same argument covers a weighted constraint. If the border of ones is replaced by a nonzero real vector $a$, the bordered matrix is invertible exactly when $\sum_i a_ic_i=0$ and $r(c)=0$ force $c=0$. For a kernel vector one finds $\|r(c)\|^2=-\mu\sum_i a_ic_i=0$, and an equation with $a_i\neq0$ then removes $\mu$. This variant is argued here by hand only.

## (e) Affine independence

**Task.** The errors are affinely independent if no subfamily has a nontrivial vanishing combination with zero total weight. Show that for a nonempty history

$$P\ \text{is invertible}\iff (e_i)_{i\in\iota}\ \text{is affinely independent}.$$

**Solution.** By (d) it is enough to compare the condition on the whole family with the condition on all subfamilies.

Let the condition of (d) hold, and take $S\subseteq\iota$ with weights $w$ such that $\sum_{i\in S}w_i=0$ and $\sum_{i\in S}w_ie_i=0$. Put $c_i=w_i$ for $i\in S$ and $c_i=0$ otherwise. Then $\sum_i c_i=0$ and $r(c)=0$, so $c=0$, and $w$ vanishes on $S$. For the converse, take $S=\iota$.

Geometrically, the matrix is invertible when no stored error lies in the affine span of the others. A single stored error always passes, even if it is zero.

`AffineIndependent ℝ e` is Mathlib's general notion, and `affineIndependent_iff` expresses it through finite subfamilies. The `if j ∈ s then w j else 0` in the proof is the extension by zero.

```lean
/-- For a nonempty family of errors, the Pulay matrix is invertible if and only if the errors
are affinely independent. -/
theorem pulay_isUnit_iff_affineIndependent [DecidableEq ι] [Nonempty ι] (e : ι → E) :
    IsUnit (pulayMatrix e) ↔ AffineIndependent ℝ e := by
  rw [pulay_isUnit_iff, affineIndependent_iff]
  constructor
  · -- extend weights on a subfamily by zero
    intro h s w hw hr i hi
    have h0 := h (fun j => if j ∈ s then w j else 0)
      (by simpa [Finset.sum_ite_mem] using hw)
      (by simpa [extrapolatedError, ite_smul, Finset.sum_ite_mem] using hr)
    simpa [hi] using congrFun h0 i
  · intro h c hc hr
    funext i
    exact h Finset.univ c hc hr i (Finset.mem_univ i)
```

## (f) The residual of a DIIS solution

**Task.** Let $(c,\mu)$ solve the DIIS equations, that is, (b) with $b=1$, and let $\sum_i d_i=1$. Show that

$$\mu=-\|r(c)\|^2,\qquad \|r(d)\|^2=\|r(c)\|^2+\|r(d)-r(c)\|^2 .$$

**Solution.** Part (c) with $d=c$ gives $\|r(c)\|^2=-\mu$, which is the first equation. For the given $d$ it gives $\langle r(d),r(c)\rangle=-\mu=\|r(c)\|^2$. Therefore

$$\|r(d)-r(c)\|^2=\|r(d)\|^2-2\langle r(d),r(c)\rangle+\|r(c)\|^2=\|r(d)\|^2-\|r(c)\|^2 .$$

The last term of the second equation is never negative, so $c$ minimises the norm of the linearly extrapolated error among all coefficients with sum one. The true error of the mixed Fock matrix may differ from this linear estimate.

The theorem takes a solution as its hypothesis `h` and does not ask for $P$ to be invertible. It therefore applies to any solution found for a singular system. In the proof, `h1` and `h2` are the two uses of (c), `h3` expands the squared distance, and `linarith` combines them.

```lean
/-- For any solution `(c, μ)` of the DIIS equations, `μ` is minus the squared norm of the
extrapolated error, and any other normalised coefficients `d` have a squared error larger by
exactly the squared distance between the two extrapolated errors. -/
theorem diis_solution_minimises (e : ι → E) (c d : ι → ℝ) (μ : ℝ)
    (h : pulayMatrix e *ᵥ Sum.elim c (fun _ => μ) = Sum.elim (fun _ => 0) (fun _ => 1))
    (hd : ∑ i, d i = 1) :
    μ = -‖extrapolatedError e c‖ ^ 2 ∧
      ‖extrapolatedError e d‖ ^ 2 = ‖extrapolatedError e c‖ ^ 2
        + ‖extrapolatedError e d - extrapolatedError e c‖ ^ 2 := by
  obtain ⟨hs, hc⟩ := (pulay_system_iff e c μ 1).1 h
  have h1 := inner_of_stationary e c c μ hs
  have h2 := inner_of_stationary e c d μ hs
  rw [hc, real_inner_self_eq_norm_sq] at h1
  rw [hd] at h2
  have h3 := norm_sub_sq_real (extrapolatedError e d) (extrapolatedError e c)
  constructor <;> linarith
```

## (g) Histories that are too long

**Task.** Let $E$ have finite dimension, and let $|\iota|$ be the number of stored errors. Show that

$$|\iota|>\dim E+1\ \Longrightarrow\ P\ \text{is singular}.$$

**Solution.** Choose one error $e_0$. The remaining $|\iota|-1$ differences $e_i-e_0$ outnumber the dimension of $E$, so there are numbers $a_i$, not all zero, with $\sum_{i\ne0}a_i(e_i-e_0)=0$. Set $c_i=a_i$ for $i\neq0$ and $c_0=-\sum_{i\ne0}a_i$. Then $\sum_i c_i=0$ and $r(c)=0$ but $c\neq0$, so $P$ is singular by (d).

In a model whose error has a single component, a history of three errors is already too long.

The code writes the dimension as `Module.finrank ℝ E`. It uses Mathlib's bound on the size of an affinely independent family, `card_le_finrank_succ`, in place of the explicit differences. That bound involves the span of the differences, whose dimension is at most that of $E$.

```lean
/-- In a finite-dimensional error space, a history of more than `dim E + 1` error vectors
makes the Pulay matrix singular. -/
theorem pulay_singular_of_long_history [DecidableEq ι] [FiniteDimensional ℝ E] (e : ι → E)
    (h : Module.finrank ℝ E + 1 < Fintype.card ι) : ¬ IsUnit (pulayMatrix e) := by
  have : Nonempty ι := Fintype.card_pos_iff.1 (by omega)
  rw [pulay_isUnit_iff_affineIndependent]
  intro ha
  have h1 := ha.card_le_finrank_succ
  have h2 := Submodule.finrank_le (vectorSpan ℝ (Set.range e))
  omega
```

## (h) Linearly dependent errors with an invertible Pulay matrix

**Task.** On the real line take $e_0=1$ and $e_1=2$. Show that

$$\det B=0,\qquad P\ \text{is invertible}.$$

**Solution.** The overlap matrix is

$$B=\begin{pmatrix}1&2\\2&4\end{pmatrix},\qquad \det B=1\cdot4-2\cdot2=0 .$$

For $P$, use (d). The conditions are $c_0+c_1=0$ and $c_0+2c_1=0$. Subtracting gives $c_1=0$, and then $c_0=0$. A singular overlap matrix thus does not by itself make the bordered system singular.

The family is written `![1, 2]`, with indices in `Fin 2`. The code evaluates the determinant with `norm_num`, and `linarith` solves the two equations `h1` and `h2`.

```lean
/-- The two errors `1` and `2` on the real line have a singular overlap matrix but an
invertible Pulay matrix. -/
theorem pulay_invertible_with_singular_overlap :
    (errorOverlap (![1, 2] : Fin 2 → ℝ)).det = 0 ∧
      IsUnit (pulayMatrix (![1, 2] : Fin 2 → ℝ)) := by
  constructor
  · norm_num [Matrix.det_fin_two, errorOverlap, RCLike.inner_apply]
  · rw [pulay_isUnit_iff]
    intro c hc hr
    have h1 : c 0 + c 1 = 0 := by simpa [Fin.sum_univ_two] using hc
    have h2 : c 0 + c 1 * 2 = 0 := by
      simpa [extrapolatedError, Fin.sum_univ_two] using hr
    funext i
    fin_cases i
    · show c 0 = 0
      linarith
    · show c 1 = 0
      linarith

end

end DIISLagrangeSystem
```

```lean
#print axioms DIISLagrangeSystem.pulay_isUnit_iff_affineIndependent
-- 'DIISLagrangeSystem.pulay_isUnit_iff_affineIndependent' depends on axioms: [propext, Classical.choice, Quot.sound]
#print axioms DIISLagrangeSystem.diis_solution_minimises
-- 'DIISLagrangeSystem.diis_solution_minimises' depends on axioms: [propext, Classical.choice, Quot.sound]
#print axioms DIISLagrangeSystem.pulay_singular_of_long_history
-- 'DIISLagrangeSystem.pulay_singular_of_long_history' depends on axioms: [propext, Classical.choice, Quot.sound]
#print axioms DIISLagrangeSystem.pulay_invertible_with_singular_overlap
-- 'DIISLagrangeSystem.pulay_invertible_with_singular_overlap' depends on axioms: [propext, Classical.choice, Quot.sound]
```
